# The entropy of a partially filled level as log 2 minus a series in even powers of 1 − 2p

A single level is filled with probability p and empty with probability 1 − p, where 0 < p < 1, and its entropy in units of the Boltzmann constant is S = −p log p − (1 − p) log(1 − p). The theorem `hasSum_interior` states that the sum over n ≥ 1 of (1 − 2p)^(2n) / ((2n − 1) 2n) converges to log 2 − S. With x = 1 − 2p, the attempt takes the known series for log(1 + x) − log(1 − x) and for −log(1 − x²), multiplies them by x/2 and 1/2, and subtracts the second from the first. It then uses `convert` to reduce the theorem to matching the terms and the value of the sum.

As first written in Lean, the proof fails:

```lean
import Mathlib

open Matrix Filter Topology

namespace OccupationEntropySeries

noncomputable section

/-- Entropy (in units of the Boltzmann constant) of a level with occupation `p`. -/
def levelEntropy (p : ℝ) : ℝ := -(p * Real.log p) - (1 - p) * Real.log (1 - p)

/-- The term `n = k + 1` of the entropy series, `(1 - 2p)^(2n) / ((2n - 1) 2n)`. -/
def entropyTerm (k : ℕ) (p : ℝ) : ℝ :=
  (1 - 2 * p) ^ (2 * (k + 1)) / ((2 * (k : ℝ) + 1) * (2 * (k : ℝ) + 2))

/-- For a partially filled level, `0 < p < 1`, the series sums to `log 2` minus the entropy. -/
theorem hasSum_interior {p : ℝ} (h0 : 0 < p) (h1 : p < 1) :
    HasSum (fun k => entropyTerm k p) (Real.log 2 - levelEntropy p) := by
  have hx : |1 - 2 * p| < 1 := abs_lt.2 ⟨by linarith, by linarith⟩
  have hx2 : |(1 - 2 * p) ^ 2| < 1 := by
    rw [abs_pow]
    exact pow_lt_one₀ (abs_nonneg _) hx two_ne_zero
  -- combine the series of log((1+x)/(1-x)) and of log(1-x²), with x = 1 - 2p
  have A := (Real.hasSum_log_sub_log_of_abs_lt_one hx).mul_left ((1 - 2 * p) / 2)
  have B := (Real.hasSum_pow_div_log_of_abs_lt_one hx2).mul_left (1 / 2)
  convert A.sub B using 1
  · funext k
    unfold entropyTerm
    have e1 : (1 - 2 * p) ^ (2 * (k + 1)) = (1 - 2 * p) ^ (2 * k + 1) * (1 - 2 * p) := by
      rw [← pow_succ]; rfl
    have e2 : ((1 - 2 * p) ^ 2) ^ (k + 1) = (1 - 2 * p) ^ (2 * k + 1) * (1 - 2 * p) := by
      rw [← pow_mul, e1]
    rw [e1, e2]
    generalize (1 - 2 * p) ^ (2 * k + 1) = y
    generalize 1 - 2 * p = x
    have a1 : 2 * (k : ℝ) + 1 ≠ 0 := by positivity
    have a2 : (k : ℝ) + 1 ≠ 0 := by positivity
    have a3 : 2 * (k : ℝ) + 2 = 2 * ((k : ℝ) + 1) := by ring
    rw [a3]
    field_simp <;> ring
  · have hq : 0 < 1 - p := by linarith
    have l1 : Real.log (1 + (1 - 2 * p)) = Real.log 2 + Real.log (1 - p) := by
      rw [← Real.log_mul two_ne_zero hq.ne']; congr 1; ring
    have l2 : Real.log (1 - (1 - 2 * p)) = Real.log 2 + Real.log p := by
      rw [← Real.log_mul two_ne_zero h0.ne']; congr 1; ring
    have l3 : Real.log (1 - (1 - 2 * p) ^ 2)
        = (Real.log 2 + Real.log p) + (Real.log 2 + Real.log (1 - p)) := by
      rw [← Real.log_mul two_ne_zero h0.ne', ← Real.log_mul two_ne_zero hq.ne',
        ← Real.log_mul (by positivity) (by positivity)]
      congr 1; ring
    rw [l1, l2, l3]
    unfold levelEntropy
    ring

end

end OccupationEntropySeries
```

Compiling this gives:

```
Main.lean:27:4: error: Tactic `apply` failed: could not unify the conclusion of `@funext`
  ?f = ?g
with the goal
  Real.instAddCommMonoid = Real.instAddCommGroup.toAddCommMonoid

Note: The full type of `@funext` is
  ∀ {α : Sort ?u.97} {β : α → Sort ?u.96} {f g : (x : α) → β x}, (∀ (x : α), f x = g x) → f = g

case e'_3
p : ℝ
h0 : 0 < p
h1 : p < 1
hx : |1 - 2 * p| < 1
hx2 : |(1 - 2 * p) ^ 2| < 1
A :
  HasSum (fun i => (1 - 2 * p) / 2 * (2 * (1 / (2 * ↑i + 1)) * (1 - 2 * p) ^ (2 * i + 1)))
    ((1 - 2 * p) / 2 * (Real.log (1 + (1 - 2 * p)) - Real.log (1 - (1 - 2 * p))))
B : HasSum (fun i => 1 / 2 * (((1 - 2 * p) ^ 2) ^ (i + 1) / (↑i + 1))) (1 / 2 * -Real.log (1 - (1 - 2 * p) ^ 2))
⊢ Real.instAddCommMonoid = Real.instAddCommGroup.toAddCommMonoid
Main.lean:51:8: error: Tactic `rewrite` failed: Did not find an occurrence of the pattern
  Real.log (1 + (1 - 2 * p))
in the target expression
  (fun k => entropyTerm k p) = fun b =>
    (1 - 2 * p) / 2 * (2 * (1 / (2 * ↑b + 1)) * (1 - 2 * p) ^ (2 * b + 1)) -
      1 / 2 * (((1 - 2 * p) ^ 2) ^ (b + 1) / (↑b + 1))

case e'_5
p : ℝ
h0 : 0 < p
h1 : p < 1
hx : |1 - 2 * p| < 1
hx2 : |(1 - 2 * p) ^ 2| < 1
A :
  HasSum (fun i => (1 - 2 * p) / 2 * (2 * (1 / (2 * ↑i + 1)) * (1 - 2 * p) ^ (2 * i + 1)))
    ((1 - 2 * p) / 2 * (Real.log (1 + (1 - 2 * p)) - Real.log (1 - (1 - 2 * p))))
B : HasSum (fun i => 1 / 2 * (((1 - 2 * p) ^ 2) ^ (i + 1) / (↑i + 1))) (1 / 2 * -Real.log (1 - (1 - 2 * p) ^ 2))
hq : 0 < 1 - p
l1 : Real.log (1 + (1 - 2 * p)) = Real.log 2 + Real.log (1 - p)
l2 : Real.log (1 - (1 - 2 * p)) = Real.log 2 + Real.log p
l3 : Real.log (1 - (1 - 2 * p) ^ 2) = Real.log 2 + Real.log p + (Real.log 2 + Real.log (1 - p))
⊢ (fun k => entropyTerm k p) = fun b =>
    (1 - 2 * p) / 2 * (2 * (1 / (2 * ↑b + 1)) * (1 - 2 * p) ^ (2 * b + 1)) -
      1 / 2 * (((1 - 2 * p) ^ 2) ^ (b + 1) / (↑b + 1))
Main.lean:18:71: error: unsolved goals
case e'_6
p : ℝ
h0 : 0 < p
h1 : p < 1
hx : |1 - 2 * p| < 1
hx2 : |(1 - 2 * p) ^ 2| < 1
A :
  HasSum (fun i => (1 - 2 * p) / 2 * (2 * (1 / (2 * ↑i + 1)) * (1 - 2 * p) ^ (2 * i + 1)))
    ((1 - 2 * p) / 2 * (Real.log (1 + (1 - 2 * p)) - Real.log (1 - (1 - 2 * p))))
B : HasSum (fun i => 1 / 2 * (((1 - 2 * p) ^ 2) ^ (i + 1) / (↑i + 1))) (1 / 2 * -Real.log (1 - (1 - 2 * p) ^ 2))
⊢ Real.log 2 - levelEntropy p =
    (1 - 2 * p) / 2 * (Real.log (1 + (1 - 2 * p)) - Real.log (1 - (1 - 2 * p))) -
      1 / 2 * -Real.log (1 - (1 - 2 * p) ^ 2)
```

Fix (accepted with no message):

```diff
@@ -24,9 +24,11 @@
   have A := (Real.hasSum_log_sub_log_of_abs_lt_one hx).mul_left ((1 - 2 * p) / 2)
   have B := (Real.hasSum_pow_div_log_of_abs_lt_one hx2).mul_left (1 / 2)
-  convert A.sub B using 1
-  · funext k
+  have hf : (fun k => entropyTerm k p) = fun k : ℕ =>
+      (1 - 2 * p) / 2 * (2 * (1 / (2 * (k : ℝ) + 1)) * (1 - 2 * p) ^ (2 * k + 1))
+        - 1 / 2 * (((1 - 2 * p) ^ 2) ^ (k + 1) / ((k : ℝ) + 1)) := by
+    funext k
     unfold entropyTerm
     have e1 : (1 - 2 * p) ^ (2 * (k + 1)) = (1 - 2 * p) ^ (2 * k + 1) * (1 - 2 * p) := by
-      rw [← pow_succ]; rfl
+      rw [show 2 * (k + 1) = 2 * k + 1 + 1 by ring, pow_succ (1 - 2 * p) (2 * k + 1)]
     have e2 : ((1 - 2 * p) ^ 2) ^ (k + 1) = (1 - 2 * p) ^ (2 * k + 1) * (1 - 2 * p) := by
       rw [← pow_mul, e1]
@@ -38,6 +40,10 @@
     have a3 : 2 * (k : ℝ) + 2 = 2 * ((k : ℝ) + 1) := by ring
     rw [a3]
-    field_simp <;> ring
-  · have hq : 0 < 1 - p := by linarith
+    field_simp
+    ring
+  have hv : Real.log 2 - levelEntropy p
+      = (1 - 2 * p) / 2 * (Real.log (1 + (1 - 2 * p)) - Real.log (1 - (1 - 2 * p)))
+        - 1 / 2 * -Real.log (1 - (1 - 2 * p) ^ 2) := by
+    have hq : 0 < 1 - p := by linarith
     have l1 : Real.log (1 + (1 - 2 * p)) = Real.log 2 + Real.log (1 - p) := by
       rw [← Real.log_mul two_ne_zero hq.ne']; congr 1; ring
@@ -52,4 +58,6 @@
     unfold levelEntropy
     ring
+  rw [hf, hv]
+  exact A.sub B
 
 end
```

Cause. The proof has two bullets, but `convert A.sub B using 1` leaves three goals. The extra one comes first and equates two additive structures on the reals: the one in the theorem, and the one `A.sub B` obtains from the reals as an additive group. `funext` fails on it because it is not an equation between functions. The second bullet, written for the value, then meets the equation between terms, where `rw [l1, l2, l3]` finds no logarithm to rewrite. The value equation is left with no bullet, hence "unsolved goals".

The repair states the two intended equations as `hf` and `hv`, rewrites with them, and closes with `exact A.sub B`. Lean accepts the two structures there as equal by definition, so no separate goal arises.

Splitting `field_simp <;> ring` into two lines is tidying. The new proof of `e1` spells out the exponent identity; the messages don't show whether the old one worked, since its bullet stopped at `funext`.
